# An irreducible Markov chain on a finite nonempty state space has exactly one stationary distribution, and it is strictly positive

Let $S$ be a finite nonempty set and $P$ a real $S\times S$ matrix with $P(x,y)\ge 0$ and $\sum_y P(x,y)=1$. Suppose $P$ is irreducible: for all $x,y$ some integer $n\ge 0$ has $P^n(x,y)>0$. Then exactly one probability vector $p$ satisfies $pP=p$, and $p(x)>0$ for every $x$.

## Sampling a target distribution

A Monte Carlo walker jumps from $x$ to $y$ with probability $P(x,y)$, so a distribution $w$ becomes $(wP)(y)=\sum_x w(x)P(x,y)$ after one step. Irreducibility says that the moves connect every configuration to every other. Samplers of Metropolis type are built to obey detailed balance, $t(x)P(x,y)=t(y)P(y,x)$, with a target probability vector $t$. In variational Monte Carlo on a finite configuration basis, $t(x)\propto|\psi(x)|^2$ for a trial wavefunction $\psi$; an irreducible sampler then has no other stationary distribution, and irreducibility on $S$ is impossible if $\psi$ vanishes somewhere on $S$.

## Transition matrices and stationary vectors in Lean

`RowStochastic P` holds the two conditions on entries, and `IrreducibleChain P` is the condition on powers; since $n=0$ is allowed, it is automatic for $x=y$. The row index is the state left, so distributions multiply from the left, and `p ᵥ* P` is $pP$. `Stationary P p` means $p\ge0$, $\sum_x p(x)=1$ and $pP=p$. The theorem `existsUnique_stationary_pos` states `∃! p, Stationary P p` together with positivity of every stationary vector. `stationary_iff_of_detailedBalance` states that a probability vector $t$ in detailed balance with an irreducible $P$ is positive, and that $p$ is stationary exactly when $p=t$.

Irreducibility and detailed balance are assumed, and no concrete update rule is shown to satisfy them beyond one example. Time is discrete and $S$ finite. The result concerns only the eigenvalue $1$ in the Perron–Frobenius picture: aperiodicity is not assumed, and nothing is said about other eigenvalues or about convergence of $wP^n$.

## From conservation of weight to a unique fixed vector

Call a real vector $v$ fixed if $vP=v$.

1. Total weight is conserved: $\sum_y (wP)(y)=\sum_x w(x)\sum_y P(x,y)=\sum_x w(x)$. If $w(y)\le (wP)(y)$ for all $y$, the nonnegative differences sum to zero, so $wP=w$.
2. Let $w\ge0$ be fixed with $w(x_0)>0$. Powers of $P$ have nonnegative entries and $wP^n=w$. Choosing $n$ with $P^n(x_0,y)>0$,
$$w(y)=\sum_x w(x)P^n(x,y)\ge w(x_0)P^n(x_0,y)>0 .$$
3. Let $u$ be fixed and $u^+(z)=\max(u(z),0)$. Then $u(z)=\sum_x u(x)P(x,z)\le (u^+P)(z)$ and $0\le (u^+P)(z)$, so $u^+\le u^+P$, and $u^+$ is fixed by step 1. If $u$ has a positive entry, step 2 makes $u^+$, hence $u$, positive everywhere. Applied to $v$ and $-v$: a fixed vector is strictly positive, zero, or strictly negative.
4. For stationary $p$ and fixed $v$ with $s=\sum_x v(x)$, the vector $v-sp$ is fixed with zero sum. A vector of strict sign has nonzero sum, so $v=sp$. For stationary $v$, $s=1$: uniqueness.
5. Let $I$ be the identity matrix. Unit row sums mean that $P-I$ annihilates the all-ones column, so $\det(P-I)=0$ and some $v\neq0$ has $v(P-I)=0$. By step 3, $u=v$ or $u=-v$ is strictly positive, and $p=u/\sum_x u(x)$ is stationary and positive.
6. Under detailed balance, $\sum_x t(x)P(x,y)=t(y)\sum_x P(y,x)=t(y)$, so $t$ is that stationary vector.

## The Lean file

```lean
import Mathlib

open Matrix Finset

namespace IrreducibleChains

noncomputable section

variable {S : Type*} [Fintype S] [DecidableEq S]

/-- A transition matrix: nonnegative entries, and each row sums to one. -/
structure RowStochastic (P : Matrix S S ℝ) : Prop where
  nonneg : ∀ x y, 0 ≤ P x y
  row_sum : ∀ x, ∑ y, P x y = 1

/-- Irreducibility: every state `y` is reached from every state `x` with positive
probability in some number of steps. -/
def IrreducibleChain (P : Matrix S S ℝ) : Prop :=
  ∀ x y, ∃ n : ℕ, 0 < (P ^ n) x y

/-- A stationary probability vector: nonnegative, normalised, and `p P = p`. -/
structure Stationary (P : Matrix S S ℝ) (p : S → ℝ) : Prop where
  nonneg : ∀ x, 0 ≤ p x
  sum_one : ∑ x, p x = 1
  fixed : p ᵥ* P = p

/-- Detailed balance: the flux from `x` to `y` equals the flux from `y` to `x`. -/
def DetailedBalance (P : Matrix S S ℝ) (p : S → ℝ) : Prop :=
  ∀ x y, p x * P x y = p y * P y x

omit [DecidableEq S] in
/-- If no entry of `w` decreases under one step of the chain, then `w P = w`. -/
theorem fixed_of_le {P : Matrix S S ℝ} (hP : RowStochastic P) {w : S → ℝ}
    (h : ∀ y, w y ≤ (w ᵥ* P) y) : w ᵥ* P = w := by
  -- total mass is conserved
  have hs : ∑ y, (w ᵥ* P) y = ∑ y, w y := by
    have e : ∀ y, (w ᵥ* P) y = ∑ x, w x * P x y := fun y => rfl
    simp only [e]
    rw [Finset.sum_comm]
    simp [← Finset.mul_sum, hP.row_sum]
  funext y
  exact ((Finset.sum_eq_sum_iff_of_le (fun y _ => h y)).1 hs.symm y (mem_univ y)).symm

/-- For an irreducible chain, a nonnegative vector with `w P = w` and one positive entry
is positive in every entry. -/
theorem pos_of_nonneg_fixed {P : Matrix S S ℝ} (hP : RowStochastic P)
    (hI : IrreducibleChain P) {w : S → ℝ} (hw : w ᵥ* P = w) (h0 : ∀ x, 0 ≤ w x)
    {x₀ : S} (hx : 0 < w x₀) (y : S) : 0 < w y := by
  have hnn : ∀ n : ℕ, ∀ x z, 0 ≤ (P ^ n) x z := by
    intro n
    induction n with
    | zero =>
      intro x z
      rw [pow_zero, Matrix.one_apply]
      split_ifs <;> norm_num
    | succ n ih =>
      intro x z
      rw [pow_succ, Matrix.mul_apply]
      exact Finset.sum_nonneg fun u _ => mul_nonneg (ih x u) (hP.nonneg u z)
  have hpow : ∀ n : ℕ, w ᵥ* P ^ n = w := by
    intro n
    induction n with
    | zero => simp
    | succ n ih => rw [pow_succ, ← Matrix.vecMul_vecMul, ih, hw]
  obtain ⟨n, hn⟩ := hI x₀ y
  -- the weight flowing from x₀ to y in n steps bounds w y from below
  calc 0 < w x₀ * (P ^ n) x₀ y := mul_pos hx hn
    _ ≤ ∑ x, w x * (P ^ n) x y :=
        Finset.single_le_sum (f := fun x => w x * (P ^ n) x y)
          (fun x _ => mul_nonneg (h0 x) (hnn n x y)) (mem_univ x₀)
    _ = (w ᵥ* P ^ n) y := rfl
    _ = w y := by rw [hpow n]

/-- For an irreducible chain, a real vector with `v P = v` is strictly positive, zero,
or strictly negative. -/
theorem fixed_sign {P : Matrix S S ℝ} (hP : RowStochastic P) (hI : IrreducibleChain P)
    {v : S → ℝ} (hv : v ᵥ* P = v) : (∀ y, 0 < v y) ∨ v = 0 ∨ (∀ y, v y < 0) := by
  have key : ∀ u : S → ℝ, u ᵥ* P = u → ∀ x, 0 < u x → ∀ y, 0 < u y := by
    intro u hu x hx y
    -- the positive part of u is again fixed
    have hfix : (fun z => max (u z) 0) ᵥ* P = fun z => max (u z) 0 := by
      refine fixed_of_le hP fun z => ?_
      show max (u z) 0 ≤ ∑ t, max (u t) 0 * P t z
      refine max_le ?_ (Finset.sum_nonneg fun t _ =>
        mul_nonneg (le_max_right _ _) (hP.nonneg t z))
      calc u z = (u ᵥ* P) z := by rw [hu]
        _ = ∑ t, u t * P t z := rfl
        _ ≤ _ := Finset.sum_le_sum fun t _ =>
            mul_le_mul_of_nonneg_right (le_max_left _ _) (hP.nonneg t z)
    have h : 0 < max (u y) 0 :=
      pos_of_nonneg_fixed hP hI hfix (fun z => le_max_right _ _) (x₀ := x)
        (lt_max_of_lt_left hx) y
    exact (lt_max_iff.1 h).resolve_right (lt_irrefl _)
  by_cases h1 : ∃ x, 0 < v x
  · obtain ⟨x, hx⟩ := h1
    exact Or.inl (key v hv x hx)
  by_cases h2 : ∃ x, v x < 0
  · obtain ⟨x, hx⟩ := h2
    have hneg : (-v) ᵥ* P = -v := by rw [Matrix.neg_vecMul, hv]
    exact Or.inr (Or.inr fun y => neg_pos.1 (key (-v) hneg x (neg_pos.2 hx) y))
  · refine Or.inr (Or.inl (funext fun y => le_antisymm ?_ ?_))
    · exact not_lt.1 fun h => h1 ⟨y, h⟩
    · exact not_lt.1 fun h => h2 ⟨y, h⟩

/-- For an irreducible chain with stationary probability vector `p`, every real vector with
`v P = v` is `p` times the total weight of `v`. -/
theorem fixed_eq_smul {P : Matrix S S ℝ} (hP : RowStochastic P) (hI : IrreducibleChain P)
    {p v : S → ℝ} (hp : Stationary P p) (hv : v ᵥ* P = v) : v = (∑ x, v x) • p := by
  rcases isEmpty_or_nonempty S with hS | hS
  · exact funext fun x => isEmptyElim x
  -- the difference is fixed and has zero total weight
  have hd : (v - (∑ x, v x) • p) ᵥ* P = v - (∑ x, v x) • p := by
    rw [Matrix.sub_vecMul, Matrix.smul_vecMul, hv, hp.fixed]
  have hs : ∑ y, (v - (∑ x, v x) • p) y = 0 := by
    simp only [Pi.sub_apply, Pi.smul_apply, smul_eq_mul]
    rw [Finset.sum_sub_distrib, ← Finset.mul_sum, hp.sum_one]
    ring
  rcases fixed_sign hP hI hd with h | h | h
  · exact absurd hs (Finset.sum_pos (fun y _ => h y) univ_nonempty).ne'
  · exact sub_eq_zero.1 h
  · exact absurd hs (Finset.sum_neg (fun y _ => h y) univ_nonempty).ne

/-- An irreducible chain on a finite nonempty state space has exactly one stationary
probability vector, and all entries of a stationary probability vector are positive. -/
theorem existsUnique_stationary_pos [Nonempty S] {P : Matrix S S ℝ} (hP : RowStochastic P)
    (hI : IrreducibleChain P) :
    (∃! p, Stationary P p) ∧ ∀ p, Stationary P p → ∀ x, 0 < p x := by
  -- the constant vector is annihilated by P - 1, so P - 1 is singular
  have hdet : (P - 1).det = 0 := by
    refine Matrix.exists_mulVec_eq_zero_iff.1 ⟨fun _ => 1, ?_, ?_⟩
    · intro h
      have := congrFun h (Classical.arbitrary S)
      simp at this
    · rw [Matrix.sub_mulVec, Matrix.one_mulVec]
      funext x
      simp [Matrix.mulVec, dotProduct, hP.row_sum]
  obtain ⟨v, hv0, hv⟩ := Matrix.exists_vecMul_eq_zero_iff.2 hdet
  rw [Matrix.vecMul_sub, Matrix.vecMul_one, sub_eq_zero] at hv
  obtain ⟨u, hu, hpos⟩ : ∃ u : S → ℝ, u ᵥ* P = u ∧ ∀ y, 0 < u y := by
    rcases fixed_sign hP hI hv with h | h | h
    · exact ⟨v, hv, h⟩
    · exact absurd h hv0
    · exact ⟨-v, by rw [Matrix.neg_vecMul, hv], fun y => neg_pos.2 (h y)⟩
  have hsum : 0 < ∑ x, u x := Finset.sum_pos (fun y _ => hpos y) univ_nonempty
  have hp : Stationary P ((∑ x, u x)⁻¹ • u) := by
    refine ⟨fun x => mul_nonneg (inv_pos.2 hsum).le (hpos x).le, ?_, ?_⟩
    · simp only [Pi.smul_apply, smul_eq_mul]
      rw [← Finset.mul_sum, inv_mul_cancel₀ hsum.ne']
    · rw [Matrix.smul_vecMul, hu]
  have huniq : ∀ q, Stationary P q → q = (∑ x, u x)⁻¹ • u := by
    intro q hq
    have h := fixed_eq_smul hP hI hp hq.fixed
    rwa [hq.sum_one, one_smul] at h
  refine ⟨⟨_, hp, huniq⟩, fun q hq x => ?_⟩
  rw [huniq q hq]
  exact mul_pos (inv_pos.2 hsum) (hpos x)

/-- A probability vector in detailed balance with an irreducible chain is strictly positive
and is the only stationary probability vector of the chain. -/
theorem stationary_iff_of_detailedBalance {P : Matrix S S ℝ} (hP : RowStochastic P)
    (hI : IrreducibleChain P) {t : S → ℝ} (h0 : ∀ x, 0 ≤ t x) (h1 : ∑ x, t x = 1)
    (hdb : DetailedBalance P t) : (∀ x, 0 < t x) ∧ ∀ p, Stationary P p ↔ p = t := by
  have hS : Nonempty S := by
    by_contra h
    rw [not_nonempty_iff] at h
    simp at h1
  have ht : Stationary P t := by
    refine ⟨h0, h1, funext fun y => ?_⟩
    show ∑ x, t x * P x y = t y
    rw [Finset.sum_congr rfl fun x _ => hdb x y, ← Finset.mul_sum, hP.row_sum, mul_one]
  obtain ⟨hu, hpos⟩ := existsUnique_stationary_pos hP hI
  exact ⟨hpos t ht, fun p => ⟨fun hp => hu.unique hp ht, fun h => h ▸ ht⟩⟩

/-- The nearest-neighbour random walk on three sites with reflecting ends. -/
def walk : Matrix (Fin 3) (Fin 3) ℝ := !![0, 1, 0; 1 / 2, 0, 1 / 2; 0, 1, 0]

/-- The reflecting three-site walk is stochastic and irreducible, has no direct jump between
its ends, and is in detailed balance with `(1/4, 1/2, 1/4)`. -/
theorem walk_witness : RowStochastic walk ∧ IrreducibleChain walk ∧ walk 0 2 = 0 ∧
    DetailedBalance walk ![1 / 4, 1 / 2, 1 / 4] := by
  refine ⟨⟨fun x y => ?_, fun x => ?_⟩, fun x y => ?_, by simp [walk], fun x y => ?_⟩
  · fin_cases x <;> fin_cases y <;> simp [walk]
  · fin_cases x <;> simp [walk, Fin.sum_univ_succ]
    all_goals norm_num
  · have h2 : walk ^ 2 = !![1 / 2, 0, 1 / 2; 0, 1, 0; 1 / 2, 0, 1 / 2] := by
      ext i j
      fin_cases i <;> fin_cases j <;>
        simp [walk, pow_two, Matrix.mul_apply, Fin.sum_univ_succ]
      all_goals norm_num
    have h : 0 < (walk ^ 1) x y ∨ 0 < (walk ^ 2) x y := by
      rw [pow_one, h2]
      fin_cases x <;> fin_cases y <;> simp [walk]
    rcases h with h | h
    exacts [⟨1, h⟩, ⟨2, h⟩]
  · fin_cases x <;> fin_cases y <;> simp [walk] <;> norm_num

/-- The two-state chain that never moves is stochastic, not irreducible, and both `(1, 0)` and `(0,
1)` are stationary probability vectors for it. -/
theorem frozen_not_unique : RowStochastic (1 : Matrix (Fin 2) (Fin 2) ℝ) ∧
    ¬ IrreducibleChain (1 : Matrix (Fin 2) (Fin 2) ℝ) ∧
    Stationary (1 : Matrix (Fin 2) (Fin 2) ℝ) ![1, 0] ∧
    Stationary (1 : Matrix (Fin 2) (Fin 2) ℝ) ![0, 1] := by
  refine ⟨⟨fun x y => ?_, fun x => ?_⟩, fun hI => ?_,
    ⟨fun x => ?_, by simp, Matrix.vecMul_one _⟩, ⟨fun x => ?_, by simp, Matrix.vecMul_one _⟩⟩
  · rw [Matrix.one_apply]
    split_ifs <;> norm_num
  · simp [Matrix.one_apply]
  · obtain ⟨n, hn⟩ := hI 0 1
    simp at hn
  · fin_cases x <;> simp
  · fin_cases x <;> simp

/-- The two-state chain that always jumps to state `0`. -/
def absorb : Matrix (Fin 2) (Fin 2) ℝ := !![1, 0; 1, 0]

/-- The chain that always jumps to state `0` is stochastic, not irreducible, and its only
stationary probability vector is `(1, 0)`. -/
theorem absorb_not_pos : RowStochastic absorb ∧ ¬ IrreducibleChain absorb ∧
    ∀ p, Stationary absorb p ↔ p = ![1, 0] := by
  have hP : RowStochastic absorb := by
    refine ⟨fun x y => ?_, fun x => ?_⟩
    · fin_cases x <;> fin_cases y <;> simp [absorb]
    · fin_cases x <;> simp [absorb, Fin.sum_univ_two]
  have hs : Stationary absorb ![1, 0] := by
    refine ⟨fun x => ?_, by simp, funext fun y => ?_⟩
    · fin_cases x <;> simp
    · fin_cases y <;> simp [absorb, Matrix.vecMul, dotProduct, Fin.sum_univ_two]
  refine ⟨hP, fun hI => ?_, fun p => ⟨fun hp => ?_, fun h => h ▸ hs⟩⟩
  · have h := (existsUnique_stationary_pos hP hI).2 _ hs 1
    simp at h
  · have e : (p ᵥ* absorb) 1 = 0 := by
      simp [absorb, Matrix.vecMul, dotProduct, Fin.sum_univ_two]
    rw [hp.fixed] at e
    have h1 := hp.sum_one
    rw [Fin.sum_univ_two, e, add_zero] at h1
    funext i
    fin_cases i
    · simpa using h1
    · simpa using e

end

end IrreducibleChains
```

```lean
#print axioms IrreducibleChains.existsUnique_stationary_pos
#print axioms IrreducibleChains.stationary_iff_of_detailedBalance
#print axioms IrreducibleChains.frozen_not_unique
#print axioms IrreducibleChains.absorb_not_pos
```

```
'IrreducibleChains.existsUnique_stationary_pos' depends on axioms: [propext, Classical.choice, Quot.sound]
'IrreducibleChains.stationary_iff_of_detailedBalance' depends on axioms: [propext, Classical.choice, Quot.sound]
'IrreducibleChains.frozen_not_unique' depends on axioms: [propext, Classical.choice, Quot.sound]
'IrreducibleChains.absorb_not_pos' depends on axioms: [propext, Classical.choice, Quot.sound]
```

## How the lemmas follow the six steps

`fixed_of_le` is step 1: `Finset.sum_comm` exchanges the sums, and `Finset.sum_eq_sum_iff_of_le` turns equal totals into equal entries. In `pos_of_nonneg_fixed`, the inductions `hnn` and `hpow` give $P^n\ge0$ and $wP^n=w$, and the `calc` block is the inequality of step 2 read from right to left. In `fixed_sign`, `hfix` shows that $u^+$ is fixed, and `key` is applied to `v` or `-v`. `fixed_eq_smul` is step 4; its two strict-sign cases contradict the zero sum `hs`. In the main theorem `hdet` is the vanishing determinant, `Matrix.exists_vecMul_eq_zero_iff` converts it into a left null vector, and `(∑ x, u x)⁻¹ • u` is the normalised $p$. The corollary obtains nonemptiness of $S$ from $\sum_x t(x)=1$, proves step 6 as `ht`, and calls the main theorem.

## A reflecting walk on three sites

`walk` lives on sites $0,1,2$: from an end it moves to site $1$, and from site $1$ to either end with probability $1/2$. `walk_witness` shows that it is stochastic, irreducible (one or two steps suffice), has `walk 0 2 = 0`, and balances $(1/4,1/2,1/4)$. Irreducibility thus tolerates vanishing entries.

## Two states without irreducibility

`frozen_not_unique` takes $P=I$ on states $0,1$: both $(1,0)$ and $(0,1)$ are stationary, and uniqueness fails. `absorb_not_pos` takes the chain that always jumps to state $0$: its only stationary vector is $(1,0)$, so uniqueness survives and positivity fails. There non-irreducibility is deduced from the main theorem itself, because $(1,0)$ has a zero entry.

## One state, two states, and periodicity

What follows is added for orientation and appears as no theorem in the file. For a single state, $P=(1)$ is irreducible and $p=(1)$; for empty $S$ no vector has total weight one. For two states with jump probabilities $a=P(0,1)$ and $b=P(1,0)$, irreducibility means $a,b>0$, and $p=(b,a)/(a+b)$. The three-site walk started at site $1$ alternates between $(0,1,0)$ and $(1/2,0,1/2)$, so a unique stationary vector need not be the limit of $wP^n$.
